# The three-term recurrence linking spherical Bessel functions of neighbouring order

The spherical Bessel functions j_l give the regular radial waves of a free particle with angular momentum l, with x the wavenumber times the radius. The theorem `sphericalBessel_recurrence` states that x (j_(l+2) + j_l) = (2l + 3) j_(l+1) for every natural number l and every real x. Here j_l(x) is defined as (-x)^l D^l (sin x / x), where D f = f′ / x; since Lean sets division by zero to zero, this definition gives j_0(0) = 0 instead of the usual limit 1, and the identity at x = 0 reads 0 = 0. For x ≠ 0 the proof first finds a recurrence among the functions D^l (sin x / x), by induction on l and repeated differentiation, and then restores the powers of -x.

This version doesn't compile in Lean 4 with Mathlib:

```lean
import Mathlib

open Filter Topology

namespace SphericalBesselRayleigh

noncomputable section

/-- The operator `D f = f' / x` acting on functions of the radial variable. -/
def radialD (f : ℝ → ℝ) : ℝ → ℝ := fun x => deriv f x / x

/-- The `l`-fold application of `D` to `sin x / x`. -/
def rayleigh (l : ℕ) : ℝ → ℝ := radialD^[l] (fun x => Real.sin x / x)

/-- The spherical Bessel function `j_l(x) = (-x)^l D^l (sin x / x)`. -/
def sphericalBessel (l : ℕ) (x : ℝ) : ℝ := (-x) ^ l * rayleigh l x

/-- One more application of `D` raises the index by one. -/
theorem rayleigh_succ (l : ℕ) : rayleigh (l + 1) = radialD (rayleigh l) :=
  Function.iterate_succ_apply' _ _ _

/-- Every function `D^l (sin x / x)` is analytic away from the origin. -/
theorem rayleigh_analyticAt (l : ℕ) : ∀ {x : ℝ}, x ≠ 0 → AnalyticAt ℝ (rayleigh l) x := by
  induction l with
  | zero =>
    intro x hx
    have hs : AnalyticAt ℝ Real.sin x := by fun_prop
    exact hs.div analyticAt_id hx
  | succ l ih =>
    intro x hx
    rw [rayleigh_succ]
    exact (ih hx).deriv.div analyticAt_id hx

/-- Away from the origin, the derivative of `D^l (sin x / x)` is `x D^(l+1) (sin x / x)`. -/
theorem rayleigh_hasDerivAt (l : ℕ) {x : ℝ} (hx : x ≠ 0) :
    HasDerivAt (rayleigh l) (x * rayleigh (l + 1) x) x := by
  have e : x * rayleigh (l + 1) x = deriv (rayleigh l) x := by
    rw [rayleigh_succ]
    simp only [radialD]
    field_simp
  rw [e]
  exact (rayleigh_analyticAt l hx).differentiableAt.hasDerivAt

/-- The closed form of the `l = 1` function: `x² j_1(x) = sin x - x cos x`. -/
theorem sphericalBessel_one (x : ℝ) :
    x ^ 2 * sphericalBessel 1 x = Real.sin x - x * Real.cos x := by
  by_cases hx : x = 0
  · subst hx
    simp [sphericalBessel]
  · have h : HasDerivAt (rayleigh 0) ((Real.cos x * x - Real.sin x * 1) / x ^ 2) x :=
      (Real.hasDerivAt_sin x).div (hasDerivAt_id' x) hx
    have u : x * rayleigh 1 x = (Real.cos x * x - Real.sin x * 1) / x ^ 2 :=
      (rayleigh_hasDerivAt 0 hx).unique h
    have v := (eq_div_iff (pow_ne_zero 2 hx)).mp u
    simp only [sphericalBessel]
    linear_combination -v

/-- The three-term recurrence `x (j_(l+2) + j_l) = (2l+3) j_(l+1)`. -/
theorem sphericalBessel_recurrence (l : ℕ) (x : ℝ) :
    x * (sphericalBessel (l + 2) x + sphericalBessel l x)
      = (2 * l + 3) * sphericalBessel (l + 1) x := by
  -- a function that vanishes away from the origin has zero derivative there
  have vanish : ∀ (F : ℝ → ℝ) (F' y : ℝ), (∀ z, z ≠ 0 → F z = 0) → y ≠ 0 →
      HasDerivAt F F' y → F' = 0 := by
    intro F F' y h0 hy hF
    have e : (fun _ : ℝ => (0 : ℝ)) =ᶠ[𝓝 y] F := by
      filter_upwards [isOpen_ne.mem_nhds hy] with z hz
      exact (h0 z hz).symm
    exact (hF.congr_of_eventuallyEq e).unique (hasDerivAt_const y 0)
  have hsq : ∀ y : ℝ, HasDerivAt (fun z : ℝ => z ^ 2) (2 * y) y := fun y => by
    simpa using hasDerivAt_pow 2 y
  have hz : ∀ y : ℝ, y ≠ 0 → y * rayleigh 0 y = Real.sin y := fun y hy => by
    change y * (Real.sin y / y) = Real.sin y
    field_simp
  -- the recurrence without prefactors, by repeated differentiation
  have key : ∀ n : ℕ, ∀ y : ℝ, y ≠ 0 →
      y ^ 2 * rayleigh (n + 2) y + (2 * n + 3) * rayleigh (n + 1) y + rayleigh n y = 0 := by
    intro n
    induction n with
    | zero =>
      intro y hy
      have start : ∀ z : ℝ, z ≠ 0 →
          z ^ 2 * rayleigh 1 z + rayleigh 0 z - Real.cos z = 0 := by
        intro z hz0
        have h := sphericalBessel_one z
        simp only [sphericalBessel] at h
        apply mul_left_cancel₀ hz0
        linear_combination -h + hz z hz0
      have h1 : HasDerivAt (rayleigh 1) (y * rayleigh 2 y) y := rayleigh_hasDerivAt 1 hy
      have h0 : HasDerivAt (rayleigh 0) (y * rayleigh 1 y) y := rayleigh_hasDerivAt 0 hy
      have h : 2 * y * rayleigh 1 y + y ^ 2 * (y * rayleigh 2 y) + y * rayleigh 1 y
          - -Real.sin y = 0 :=
        vanish _ _ y start hy
          ((((hsq y).fun_mul h1).fun_add h0).fun_sub (Real.hasDerivAt_cos y))
      have goal0 : y ^ 2 * rayleigh 2 y + 3 * rayleigh 1 y + rayleigh 0 y = 0 := by
        apply mul_left_cancel₀ hy
        linear_combination h + hz y hy
      simpa using goal0
    | succ n ih =>
      intro y hy
      have h2 : HasDerivAt (rayleigh (n + 2)) (y * rayleigh (n + 3) y) y :=
        rayleigh_hasDerivAt (n + 2) hy
      have h1 : HasDerivAt (rayleigh (n + 1)) (y * rayleigh (n + 2) y) y :=
        rayleigh_hasDerivAt (n + 1) hy
      have h : 2 * y * rayleigh (n + 2) y + y ^ 2 * (y * rayleigh (n + 3) y)
          + (2 * (n : ℝ) + 3) * (y * rayleigh (n + 2) y) + y * rayleigh (n + 1) y = 0 :=
        vanish _ _ y ih hy
          ((((hsq y).fun_mul h2).fun_add (h1.const_mul (2 * (n : ℝ) + 3))).fun_add
            (rayleigh_hasDerivAt n hy))
      have goal1 : y ^ 2 * rayleigh (n + 3) y + (2 * ((n : ℝ) + 1) + 3) * rayleigh (n + 2) y
          + rayleigh (n + 1) y = 0 := by
        apply mul_left_cancel₀ hy
        linear_combination h
      push_cast
      exact goal1
  by_cases hx : x = 0
  · subst hx
    simp [sphericalBessel]
  · have h := key l x hx
    have e2 : (-x) ^ (l + 2) = (-x) ^ l * x ^ 2 := by rw [pow_add, neg_sq]
    simp only [sphericalBessel]
    rw [e2, pow_succ]
    generalize (-x) ^ l = P
    linear_combination x * P * h

end

end SphericalBesselRayleigh
```

Compiling this gives:

```
Main.lean:124:4: error: ring failed, ring expressions not equal
l : ℕ
x : ℝ
vanish : ∀ (F : ℝ → ℝ) (F' y : ℝ), (∀ (z : ℝ), z ≠ 0 → F z = 0) → y ≠ 0 → HasDerivAt F F' y → F' = 0
hsq : ∀ (y : ℝ), HasDerivAt (fun z => z ^ 2) (2 * y) y
hz : ∀ (y : ℝ), y ≠ 0 → y * rayleigh 0 y = Real.sin y
key : ∀ (n : ℕ) (y : ℝ), y ≠ 0 → y ^ 2 * rayleigh (n + 2) y + (2 * ↑n + 3) * rayleigh (n + 1) y + rayleigh n y = 0
hx : ¬x = 0
h : x ^ 2 * rayleigh (l + 2) x + (2 * ↑l + 3) * rayleigh (l + 1) x + rayleigh l x = 0
e2 : (-x) ^ (l + 2) = (-x) ^ l * x ^ 2
P : ℝ
⊢ x * x ^ l * ↑l * rayleigh (l + 1) x * (-1) ^ l * 2 + x * x ^ l * rayleigh (l + 1) x * (-1) ^ l * 3 -
        x * P * ↑l * rayleigh (l + 1) x * 2 -
      x * P * rayleigh (l + 1) x * 3 =
    0
```

Fix (accepted with no message):

```diff
@@ -120,5 +120,5 @@
     have e2 : (-x) ^ (l + 2) = (-x) ^ l * x ^ 2 := by rw [pow_add, neg_sq]
     simp only [sphericalBessel]
-    rw [e2, pow_succ]
+    rw [e2, pow_succ (-x) l]
     generalize (-x) ^ l = P
     linear_combination x * P * h
```

Diagnosis. The error comes in the last step, where `linear_combination` leaves an equation that `ring` cannot close. What remains has terms in `x ^ l` and `(-1) ^ l` beside terms in `P`, so some power of `-x` escaped the replacement of `(-x) ^ l` by `P`.

The cause is the bare `pow_succ`, which rewrites a power of the form `a ^ (n + 1)`. After `rw [e2]` the first such power in the goal is `x ^ 2`, since Lean can read `2` as `1 + 1`. The rewrite is spent there, and `(-x) ^ (l + 1)` on the right-hand side stays whole. `generalize` then finds no `(-x) ^ l` inside it, and once `P` is an arbitrary real number, nothing ties it to the power that was left.

Writing `pow_succ (-x) l` fixes the base and the exponent, so the rewrite turns `(-x) ^ (l + 1)` into `(-x) ^ l * -x`. Now `generalize` puts `P` in all three terms, and the goal is `h` multiplied by `x * P`, as the unchanged last line claims.
